# At a simple root $E$ of the characteristic polynomial $p$, the reduced resolvent has trace $p''(E)/(2p'(E))$

Take two sites of equal energy with coupling 1, so that $H=\begin{pmatrix}0&1\\1&0\end{pmatrix}$ has the levels $\pm1$. At $E=-1$ the sum over excited states in perturbation theory has one inverse gap, $1/(-1-1)=-\tfrac12$. The characteristic polynomial $p(x)=x^2-1$ gives the same number without the upper level: $p''(-1)/(2p'(-1))=2/(-4)=-\tfrac12$. Does this work for larger matrices? And which matrix $R$ is the reduced resolvent, whose trace should be this sum? With $P$ the projector on the lower state, I can add any multiple of $P$ to $R$ and still have $R(E-H)=1-P$.

## Displacing the energy by $t$

It works for every finite complex matrix with a reduced resolvent at a simple root $E$, provided that $R$ also satisfies $RP=0$. That condition removes your ambiguity: the reduced resolvent must vanish on the state being perturbed.

Assume $HP=PH=EP$, $R(E-H)=1-P$ and $RP=0$. Multiplying the resolvent equation by $P$ on the right gives $0=P-P^2$, so $P^2=P$. Then
$$(R+P)(E-H+P)=(1-P)+0+0+P=1,$$
and $a=\det(R+P)$ is nonzero. Now displace the energy by $t$:
$$(R+P)(E+t-H)=1-P+tR+tP=(1+tR)(1+(t-1)P),$$
where the last step uses $RP=0$. Taking determinants,
$$a\,p(E+t)=F(t)D(t),\quad F(t)=\det(1+tR),\quad D(t)=\det(1+(t-1)P).$$

Since $F(0)=1$ and $p(E)=0$, we get $D(0)=0$. The first derivative at $t=0$ then gives $D'(0)=a\,p'(E)\neq0$. Because $P^2=P$,
$$(1+(s-1)P)(1+(t-1)P)=1+(st-1)P,$$
so $D(st)=D(s)D(t)$. Differentiating in $s$ at $s=0$ gives $tD'(0)=D'(0)D(t)$, hence $D(t)=t$.

With $F(t)=1+t\,\mathrm{tr}R+t^2q(t)$ for some polynomial $q$,
$$a\,p(E+t)=t+t^2\,\mathrm{tr}R+t^3q(t).$$
The first two derivatives at $t=0$ are $a\,p'(E)=1$ and $a\,p''(E)=2\,\mathrm{tr}R$. Dividing the second by twice the first gives the formula.

For a finite Hermitian matrix, $\mathrm{tr}R$ is the sum of $1/(E-E_k)$ over the other states $k$ of an orthonormal eigenbasis, so a degenerate excited level counts once for each of its states. If a perturbation couples the state at $E$ to every other state $k$ with the same strength $v$, the second-order energy is $|v|^2\,\mathrm{tr}R$.

## What the theorems assume about $H$, $P$ and $R$

`IsReducedResolvent H P R E` collects the four equations above; `H` is the unperturbed Hamiltonian, often written $H_0$. `H.charpoly` is $p(x)=\det(x-H)$, and the hypotheses `h0` and `h1` say that $p(E)=0$ and $p'(E)\neq0$: the level is non-degenerate. The sign convention is $E-H$, so a ground state has negative inverse gaps.

`trace_reducedResolvent` needs no Hermiticity. `trace_reducedResolvent_hermitian` takes real $E$ and Hermitian $H$ and $P$, and obtains $PH=EP$ by taking the adjoint of $HP=EP$. The rank of $P$ is not assumed.

At a simple root, suitable $P$ and $R$ always exist, but that is not proved here: their existence is a hypothesis, verified only for your two-site matrix, in `isReducedResolvent_witness`. The passage from a Hamiltonian on an infinite-dimensional space to a finite matrix is left open. No excited energy appears in the formula, but the coefficients of $p$ still depend on the whole spectrum.

Your doubt points to a mistake that is easily made: defining $R$ by $R(E-H)=1-P$ alone. `trace_shift` shows that $R+cP$ satisfies the same equation, with trace $\mathrm{tr}R+c$.

```lean
import Mathlib

open Polynomial

namespace ReducedResolventTrace

variable {n : Type*} [Fintype n] [DecidableEq n]

/-- `R` is the reduced resolvent of `H` at the energy `E` with eigenprojector `P`:
`H P = P H = E P`, `R (E - H) = 1 - P` and `R P = 0`. -/
structure IsReducedResolvent (H P R : Matrix n n ℂ) (E : ℂ) : Prop where
  left_eigen : H * P = E • P
  right_eigen : P * H = E • P
  inverse : R * (E • (1 : Matrix n n ℂ) - H) = 1 - P
  kill : R * P = 0

variable {H P R : Matrix n n ℂ} {E : ℂ}

/-- The matrix `P` belonging to a reduced resolvent is idempotent. -/
theorem projector_idempotent (h : IsReducedResolvent H P R E) : P * P = P := by
  have z : (E • (1 : Matrix n n ℂ) - H) * P = 0 := by
    rw [sub_mul, smul_mul_assoc, one_mul, h.left_eigen, sub_self]
  have k : R * ((E • (1 : Matrix n n ℂ) - H) * P) = (1 - P) * P := by
    rw [← mul_assoc, h.inverse]
  rw [z, mul_zero, sub_mul, one_mul] at k
  exact (sub_eq_zero.mp k.symm).symm

/-- The sum of the reduced resolvent and its eigenprojector has nonzero determinant. -/
theorem det_add_projector_ne_zero (h : IsReducedResolvent H P R E) :
    (R + P).det ≠ 0 := by
  have z : P * (E • (1 : Matrix n n ℂ) - H) = 0 := by
    rw [mul_sub, mul_smul_comm, mul_one, h.right_eigen, sub_self]
  -- the inverse is `E - H + P`
  have k : (R + P) * ((E • (1 : Matrix n n ℂ) - H) + P) = 1 := by
    rw [add_mul, mul_add, mul_add, h.inverse, h.kill, z, projector_idempotent h]
    abel
  intro hc
  have d := congrArg Matrix.det k
  rw [Matrix.det_mul, hc, zero_mul, Matrix.det_one] at d
  exact zero_ne_one d

/-- The characteristic polynomial at the displaced energy `E + t`, times `det (R + P)`,
splits into a factor from the reduced resolvent and a factor from the projector. -/
theorem charpoly_factor (h : IsReducedResolvent H P R E) (t : ℂ) :
    (R + P).det * H.charpoly.eval (E + t) =
      (1 + t • R).det * (1 + (t - 1) • P).det := by
  have e : (E + t) • (1 : Matrix n n ℂ) - H = (E • (1 : Matrix n n ℂ) - H) + t • 1 := by
    module
  have z : P * (E • (1 : Matrix n n ℂ) - H) = 0 := by
    rw [mul_sub, mul_smul_comm, mul_one, h.right_eigen, sub_self]
  have k : (R + P) * ((E + t) • (1 : Matrix n n ℂ) - H) =
      (1 + t • R) * (1 + (t - 1) • P) := by
    rw [e, add_mul, mul_add, mul_add, h.inverse, z]
    simp only [mul_add, add_mul, one_mul, mul_one, smul_mul_assoc, mul_smul_comm,
      h.kill, smul_zero]
    module
  rw [Matrix.eval_charpoly, Matrix.scalar_apply, ← Matrix.smul_one_eq_diagonal,
    ← Matrix.det_mul, k, Matrix.det_mul]

/-- To first order in `t`, `det (1 + t M)` is `1 + t tr M`; the remainder is `t²` times a
polynomial in `t`. -/
theorem det_expansion (M : Matrix n n ℂ) :
    ∃ q : ℂ[X], ∀ t : ℂ, (1 + t • M).det = 1 + M.trace * t + q.eval t * t ^ 2 :=
  ⟨_, fun t => Matrix.det_one_add_smul t M⟩

/-- If `R` is a reduced resolvent of `H` with eigenprojector `P` at a simple root `E` of the
characteristic polynomial, then `det (1 + (t - 1) P) = t` for every complex `t`. -/
theorem det_scale_projector (h : IsReducedResolvent H P R E)
    (h0 : H.charpoly.eval E = 0) (h1 : (derivative H.charpoly).eval E ≠ 0) (t : ℂ) :
    (1 + (t - 1) • P).det = t := by
  obtain ⟨D, hD⟩ : ∃ D : ℂ[X], ∀ s : ℂ, D.eval s = (1 + (s - 1) • P).det := by
    obtain ⟨q, hq⟩ := det_expansion P
    refine ⟨(1 + C P.trace * X + q * (X * X)).comp (X - C 1), fun s => ?_⟩
    rw [hq]
    simp only [eval_comp, eval_add, eval_mul, eval_sub, eval_one, eval_C, eval_X]
    ring
  obtain ⟨F, hF⟩ : ∃ F : ℂ[X], ∀ s : ℂ, F.eval s = (1 + s • R).det := by
    obtain ⟨q, hq⟩ := det_expansion R
    refine ⟨1 + C R.trace * X + q * (X * X), fun s => ?_⟩
    rw [hq]
    simp only [eval_add, eval_mul, eval_one, eval_C, eval_X]
    ring
  have hF0 : F.eval 0 = 1 := by rw [hF, zero_smul, add_zero, Matrix.det_one]
  have hpoly : C (R + P).det * H.charpoly.comp (C E + X) = F * D := by
    refine Polynomial.funext fun s => ?_
    simp only [eval_mul, eval_comp, eval_add, eval_C, eval_X]
    rw [hF, hD, charpoly_factor h]
  -- simplicity of the root passes to `D` at zero
  have hD0 : D.eval 0 = 0 := by
    have k := congrArg (fun f : ℂ[X] => f.eval 0) hpoly
    simp only [eval_mul, eval_comp, eval_add, eval_C, eval_X, add_zero] at k
    rw [h0, hF0, mul_zero, one_mul] at k
    exact k.symm
  have hD1 : (derivative D).eval 0 ≠ 0 := by
    have k := congrArg (fun f : ℂ[X] => (derivative f).eval 0) hpoly
    simp only [derivative_mul, derivative_comp, derivative_add, derivative_C, derivative_X,
      eval_mul, eval_comp, eval_add, eval_C, eval_X, add_zero,
      zero_add, zero_mul, one_mul] at k
    rw [hD0, hF0, mul_zero, zero_add, one_mul] at k
    rw [← k]
    exact mul_ne_zero (det_add_projector_ne_zero h) h1
  -- successive scalings multiply; differentiate this rule at zero
  have hmul : D.comp (C t * X) = C (D.eval t) * D := by
    refine Polynomial.funext fun s => ?_
    simp only [eval_mul, eval_comp, eval_C, eval_X]
    rw [hD, hD, hD, ← Matrix.det_mul]
    congr 1
    simp only [mul_add, add_mul, one_mul, mul_one, smul_mul_assoc, mul_smul_comm,
      projector_idempotent h]
    module
  have k := congrArg (fun f : ℂ[X] => (derivative f).eval 0) hmul
  simp only [derivative_mul, derivative_comp, derivative_C, derivative_X, eval_mul,
    eval_comp, eval_C, eval_X, mul_zero, zero_mul,
    zero_add, mul_one] at k
  rw [← hD]
  exact (mul_right_cancel₀ hD1 k).symm

/-- The trace of the reduced resolvent at a simple root `E` of the characteristic polynomial
`p` is `p''(E) / (2 p'(E))`. -/
theorem trace_reducedResolvent (h : IsReducedResolvent H P R E)
    (h0 : H.charpoly.eval E = 0) (h1 : (derivative H.charpoly).eval E ≠ 0) :
    R.trace = (derivative (derivative H.charpoly)).eval E /
      (2 * (derivative H.charpoly).eval E) := by
  obtain ⟨q, hq⟩ := det_expansion R
  have hpoly : C (R + P).det * H.charpoly.comp (C E + X) =
      (1 + C R.trace * X + q * (X * X)) * X := by
    refine Polynomial.funext fun s => ?_
    simp only [eval_mul, eval_comp, eval_add, eval_C, eval_X, eval_one]
    rw [charpoly_factor h, det_scale_projector h h0 h1, hq]
    ring
  -- compare first and second derivatives at zero displacement
  have k1 := congrArg (fun f : ℂ[X] => (derivative f).eval 0) hpoly
  have k2 := congrArg (fun f : ℂ[X] => (derivative (derivative f)).eval 0) hpoly
  simp only [derivative_mul, derivative_comp, derivative_add, derivative_C, derivative_X,
    derivative_one, eval_mul, eval_comp, eval_add, eval_C, eval_X,
    eval_one, add_zero, zero_add, zero_mul, mul_zero, one_mul, mul_one] at k1 k2
  rw [eq_div_iff (mul_ne_zero two_ne_zero h1)]
  apply mul_left_cancel₀ (det_add_projector_ne_zero h)
  linear_combination 2 * R.trace * k1 - k2

/-- For a Hermitian Hamiltonian with a simple root `E` of its characteristic polynomial `p`,
let `P` be Hermitian with `H P = E P`, and let `R (E - H) = 1 - P` and `R P = 0`.
Then `tr R = p''(E) / (2 p'(E))`. -/
theorem trace_reducedResolvent_hermitian {E : ℝ} (hH : H.IsHermitian) (hP : P.IsHermitian)
    (hHP : H * P = (E : ℂ) • P)
    (hR : R * ((E : ℂ) • (1 : Matrix n n ℂ) - H) = 1 - P) (hRP : R * P = 0)
    (h0 : H.charpoly.eval (E : ℂ) = 0)
    (h1 : (derivative H.charpoly).eval (E : ℂ) ≠ 0) :
    R.trace = (derivative (derivative H.charpoly)).eval (E : ℂ) /
      (2 * (derivative H.charpoly).eval (E : ℂ)) := by
  have hPH := congrArg Matrix.conjTranspose hHP
  rw [Matrix.conjTranspose_mul, Matrix.conjTranspose_smul, hH.eq, hP.eq,
    Complex.star_def, Complex.conj_ofReal] at hPH
  exact trace_reducedResolvent ⟨hHP, hPH, hR, hRP⟩ h0 h1

/-- At a simple root, adding `c P` to the reduced resolvent preserves the equation
`R (E - H) = 1 - P` but shifts the trace by `c`. -/
theorem trace_shift (h : IsReducedResolvent H P R E)
    (h0 : H.charpoly.eval E = 0) (h1 : (derivative H.charpoly).eval E ≠ 0) (c : ℂ) :
    (R + c • P) * (E • (1 : Matrix n n ℂ) - H) = 1 - P ∧
      (R + c • P).trace = R.trace + c := by
  have z : P * (E • (1 : Matrix n n ℂ) - H) = 0 := by
    rw [mul_sub, mul_smul_comm, mul_one, h.right_eigen, sub_self]
  -- the projector has trace one, read off from `det (1 + s P) = 1 + s`
  have hP : P.trace = 1 := by
    obtain ⟨q, hq⟩ := det_expansion P
    have hpoly : 1 + C P.trace * X + q * (X * X) = 1 + X := by
      refine Polynomial.funext fun s => ?_
      have d := det_scale_projector h h0 h1 (1 + s)
      rw [add_sub_cancel_left, hq] at d
      simp only [eval_mul, eval_add, eval_C, eval_X, eval_one]
      linear_combination d
    have k := congrArg (fun f : ℂ[X] => (derivative f).eval 0) hpoly
    simpa only [derivative_mul, derivative_add, derivative_C, derivative_X, derivative_one,
      eval_mul, eval_add, eval_C, eval_X, eval_zero, eval_one, add_zero, zero_add,
      zero_mul, mul_zero, mul_one] using k
  constructor
  · rw [add_mul, smul_mul_assoc, z, smul_zero, add_zero, h.inverse]
  · rw [Matrix.trace_add, Matrix.trace_smul, hP, smul_eq_mul, mul_one]

/-- Two degenerate sites with coupling `1` have a reduced resolvent at the energy `-1`,
which is a simple root of the characteristic polynomial. -/
theorem isReducedResolvent_witness :
    IsReducedResolvent (!![0, 1; 1, 0] : Matrix (Fin 2) (Fin 2) ℂ)
      !![1/2, -1/2; -1/2, 1/2] !![-1/4, -1/4; -1/4, -1/4] (-1) ∧
    (!![0, 1; 1, 0] : Matrix (Fin 2) (Fin 2) ℂ).charpoly.eval (-1) = 0 ∧
    (derivative (!![0, 1; 1, 0] : Matrix (Fin 2) (Fin 2) ℂ).charpoly).eval (-1) ≠ 0 := by
  refine ⟨⟨?_, ?_, ?_, ?_⟩, ?_, ?_⟩
  iterate 4
    · ext i j
      fin_cases i <;> fin_cases j <;>
        norm_num [Matrix.mul_apply, Fin.sum_univ_two, Matrix.one_apply]
  · rw [Matrix.charpoly_fin_two]
    norm_num [Matrix.trace_fin_two, Matrix.det_fin_two]
  · rw [Matrix.charpoly_fin_two]
    norm_num [Matrix.trace_fin_two, Matrix.det_fin_two]

end ReducedResolventTrace
```

```lean
#print axioms ReducedResolventTrace.trace_reducedResolvent
#print axioms ReducedResolventTrace.trace_reducedResolvent_hermitian
#print axioms ReducedResolventTrace.trace_shift
```

```
'ReducedResolventTrace.trace_reducedResolvent' depends on axioms: [propext, Classical.choice, Quot.sound]
'ReducedResolventTrace.trace_reducedResolvent_hermitian' depends on axioms: [propext, Classical.choice, Quot.sound]
'ReducedResolventTrace.trace_shift' depends on axioms: [propext, Classical.choice, Quot.sound]
```

## From determinants to derivatives in Lean

`projector_idempotent` and `det_add_projector_ne_zero` give $P^2=P$ and $a\neq0$; `charpoly_factor` is the determinant identity, and `det_expansion` supplies $q$.

`det_scale_projector` proves $D(t)=t$. It first builds $D$ and $F$ as polynomials, so that differentiation is algebraic, and `Polynomial.funext` turns equality at every $s$ into equality of polynomials. There `hD0` and `hD1` are the statements about $D(0)$ and $D'(0)$, and `hmul` is the multiplication rule.

In the main theorem, `k1` and `k2` are the first and second derivatives at zero displacement. Once the goal is cleared of its denominator and multiplied by the nonzero $a$, `linear_combination` obtains it from these two equations. `trace_shift` reads $\mathrm{tr}P=1$ from $\det(1+sP)=1+s$ in the same way.
